# For g > 0, Gaussian smearing of variance s centres the double well g(x² − a²)² exactly when 3s ≥ a²

Take the double well $(x^2-1)^2$ and let a proton sit at $x+d$ or $x-d$ with equal probability. Its mean potential energy is

$$x^4+(6d^2-2)x^2+(d^2-1)^2 .$$

The quartic term of the well has produced a positive quadratic term, $6d^2x^2$, which works against the $-2x^2$ that pushes the proton off centre. The two cancel at $d^2=1/3$, and from there on the minimum is at $x=0$. A Gaussian displacement of variance $s$ gives the same quadratic coefficient with $d^2$ replaced by $s$; only the constant differs.

## The well and its Gaussian average

```lean
import Mathlib

open MeasureTheory ProbabilityTheory
open scoped NNReal

namespace SharedProtonSmearing

noncomputable section

/-- The potential `g (x² - a²)²` for a proton at position `x`; it is a double well when `g > 0` and
`a ≠ 0`. -/
def doubleWell (g a x : ℝ) : ℝ := g * (x ^ 2 - a ^ 2) ^ 2
```

This is $V(x)=g(x^2-a^2)^2$, with energy scale $g$ and, for $g>0$ and $a\neq0$, minima at $\pm a$. The definition takes any real $g$ and $a$; `g` and `a` come before the position `x` in the argument list.

```lean
/-- The double well averaged over a centred Gaussian displacement of variance `s` about `x`. -/
def smearedWell (g a : ℝ) (s : ℝ≥0) (x : ℝ) : ℝ :=
  ∫ u, doubleWell g a (x + u) ∂(gaussianReal 0 s)
```

In ordinary notation, $W(x)=\langle V(x+u)\rangle$, where $u$ is Gaussian with mean $0$ and variance $s$. The type `ℝ≥0` makes $s$ a non-negative real number. The second argument of `gaussianReal` is the variance, not the standard deviation, and $s=0$ gives the point particle, $W=V$.

The spread is an input here: it depends neither on $x$ nor on the shape of the well. For a one-dimensional Gaussian wave packet whose position density has a fixed variance $s>0$, $W(x)$ is the expected potential energy when the packet is centred at $x$.

## Gaussian moments from one differential equation

```lean
/-- If `E' = c t E` for all `t`, the first four derivatives of `E` at zero are
`0`, `c E(0)`, `0` and `3 c² E(0)`. -/
theorem derivatives_at_zero (c : ℝ) (E : ℝ → ℝ)
    (hE : ∀ t, HasDerivAt E (c * t * E t) t) :
    iteratedDeriv 1 E 0 = 0 ∧ iteratedDeriv 2 E 0 = c * E 0 ∧
      iteratedDeriv 3 E 0 = 0 ∧ iteratedDeriv 4 E 0 = 3 * c ^ 2 * E 0 := by
  have e1 : iteratedDeriv 1 E = fun t => c * t * E t := by
    rw [iteratedDeriv_one]
    exact funext fun t => (hE t).deriv
  have e2 : iteratedDeriv 2 E = fun t => (c + c ^ 2 * (t * t)) * E t := by
    refine (iteratedDeriv_succ (n := 1) (f := E)).trans ?_
    rw [e1]
    exact funext fun t => ((((hasDerivAt_id' t).const_mul c).fun_mul (hE t)).congr_deriv
      (by ring)).deriv
  have e3 : iteratedDeriv 3 E =
      fun t => (3 * c ^ 2 * t + c ^ 3 * (t * t * t)) * E t := by
    refine (iteratedDeriv_succ (n := 2) (f := E)).trans ?_
    rw [e2]
    exact funext fun t => ((((((hasDerivAt_id' t).fun_mul (hasDerivAt_id' t)).const_mul
      (c ^ 2)).const_add c).fun_mul (hE t)).congr_deriv (by ring)).deriv
  have e4 : iteratedDeriv 4 E =
      fun t => (3 * c ^ 2 + 6 * c ^ 3 * t ^ 2 + c ^ 4 * t ^ 4) * E t := by
    refine (iteratedDeriv_succ (n := 3) (f := E)).trans ?_
    rw [e3]
    exact funext fun t => ((((hasDerivAt_id' t).const_mul (3 * c ^ 2)).fun_add
      ((((hasDerivAt_id' t).fun_mul (hasDerivAt_id' t)).fun_mul
        (hasDerivAt_id' t)).const_mul (c ^ 3))).fun_mul (hE t) |>.congr_deriv
      (by ring)).deriv
  rw [e1, e2, e3, e4]
  refine ⟨by ring, by ring, by ring, by ring⟩
```

The hypothesis `hE` says that $E'(t)=c\,t\,E(t)$ for every $t$. Repeated use of the product rule gives

$$E''=(c+c^2t^2)E,\qquad E'''=(3c^2t+c^3t^3)E,$$
$$E''''=(3c^2+6c^3t^2+c^4t^4)E .$$

Setting $t=0$ leaves $0,\ cE(0),\ 0,\ 3c^2E(0)$. The steps `e1` to `e4` are these four formulas, and `ring` does the algebra after each differentiation.

```lean
/-- Zero lies inside the domain where the Gaussian moment generating function converges. -/
theorem zero_mem_expSet (s : ℝ≥0) :
    (0 : ℝ) ∈ interior (integrableExpSet id (gaussianReal 0 s)) := by
  have h : integrableExpSet id (gaussianReal 0 s) = Set.univ :=
    Set.eq_univ_of_forall fun t => integrable_exp_mul_gaussianReal t
  rw [h, interior_univ]
  exact Set.mem_univ _
```

The average $\langle e^{tu}\rangle$ is finite for every real $t$, so $t=0$ lies in the interior of the region of convergence. This permits reading moments off as derivatives at zero.

```lean
/-- The first four moments of a centred Gaussian displacement of variance `s` are
`0`, `s`, `0` and `3 s²`. -/
theorem gaussian_moments (s : ℝ≥0) :
    ∫ u, u ∂(gaussianReal 0 s) = 0 ∧ ∫ u, u ^ 2 ∂(gaussianReal 0 s) = s ∧
      ∫ u, u ^ 3 ∂(gaussianReal 0 s) = 0 ∧
      ∫ u, u ^ 4 ∂(gaussianReal 0 s) = 3 * (s : ℝ) ^ 2 := by
  have hm : ∀ n : ℕ, iteratedDeriv n (mgf id (gaussianReal 0 s)) 0 =
      ∫ u, u ^ n ∂(gaussianReal 0 s) :=
    fun n => iteratedDeriv_mgf_zero (zero_mem_expSet s) n
  have hf : mgf id (gaussianReal 0 s) = fun t => Real.exp ((s : ℝ) * (t * t) / 2) := by
    rw [mgf_id_gaussianReal]
    funext t
    congr 1
    ring
  -- the generating function obeys M' = s t M
  have hM : ∀ t, HasDerivAt (mgf id (gaussianReal 0 s))
      ((s : ℝ) * t * mgf id (gaussianReal 0 s) t) t := by
    intro t
    rw [hf]
    exact ((((hasDerivAt_id' t).fun_mul (hasDerivAt_id' t)).const_mul
      (s : ℝ)).div_const 2).exp.congr_deriv (by ring)
  have h0 : mgf id (gaussianReal 0 s) 0 = 1 := by simp
  obtain ⟨h1, h2, h3, h4⟩ := derivatives_at_zero s _ hM
  rw [hm] at h1 h2 h3 h4
  rw [h0, mul_one] at h2 h4
  simp only [pow_one] at h1
  exact ⟨h1, h2, h3, h4⟩
```

The moment generating function, `mgf` in Lean, is $M(t)=\langle e^{tu}\rangle=e^{st^2/2}$. It satisfies $M'=s\,t\,M$ and $M(0)=1$, so the previous theorem applies with $c=s$. Since the $n$-th derivative of $M$ at zero is $\langle u^n\rangle$ (the step `hm`),

$$\langle u\rangle=0,\quad \langle u^2\rangle=s,\quad \langle u^3\rangle=0,\quad \langle u^4\rangle=3s^2 .$$

## The closed form of the smeared well

```lean
/-- The Gaussian average of `g (x² - a²)²` converges, and it equals the same expression with `a²`
replaced by `a² - 3s`, plus an energy shift that does not depend on `x`. -/
theorem smearedWell_eq (g a : ℝ) (s : ℝ≥0) (x : ℝ) :
    Integrable (fun u => doubleWell g a (x + u)) (gaussianReal 0 s) ∧
      smearedWell g a s x =
        g * (x ^ 2 - (a ^ 2 - 3 * s)) ^ 2 + 2 * g * s * (2 * a ^ 2 - 3 * s) := by
  have i : ∀ n : ℕ, Integrable (fun u : ℝ => u ^ n) (gaussianReal 0 s) :=
    fun n => integrable_pow_of_mem_interior_integrableExpSet (zero_mem_expSet s) n
  have i1 : Integrable (fun u : ℝ => u) (gaussianReal 0 s) := by simpa using i 1
  -- expand the displaced well in powers of the displacement
  have hV : (fun u => doubleWell g a (x + u)) = fun u => g * (u ^ 4 + 4 * x * u ^ 3 +
      (6 * x ^ 2 - 2 * a ^ 2) * u ^ 2 + 4 * x * (x ^ 2 - a ^ 2) * u +
      (x ^ 2 - a ^ 2) ^ 2) := by
    funext u
    unfold doubleWell
    ring
  have k3 := (i 3).const_mul (4 * x)
  have k2 := (i 2).const_mul (6 * x ^ 2 - 2 * a ^ 2)
  have k1 := i1.const_mul (4 * x * (x ^ 2 - a ^ 2))
  have j3 : Integrable (fun u : ℝ => u ^ 4 + 4 * x * u ^ 3) (gaussianReal 0 s) :=
    (i 4).add k3
  have j2 : Integrable (fun u : ℝ => u ^ 4 + 4 * x * u ^ 3 +
      (6 * x ^ 2 - 2 * a ^ 2) * u ^ 2) (gaussianReal 0 s) := j3.add k2
  have j1 : Integrable (fun u : ℝ => u ^ 4 + 4 * x * u ^ 3 +
      (6 * x ^ 2 - 2 * a ^ 2) * u ^ 2 + 4 * x * (x ^ 2 - a ^ 2) * u)
      (gaussianReal 0 s) := j2.add k1
  obtain ⟨m1, m2, m3, m4⟩ := gaussian_moments s
  constructor
  · rw [hV]
    exact (j1.add (integrable_const ((x ^ 2 - a ^ 2) ^ 2))).const_mul g
  · -- the term linear in the displacement averages to zero
    have l1 : ∫ u, 4 * x * (x ^ 2 - a ^ 2) * u ∂(gaussianReal 0 s) = 0 :=
      (integral_const_mul (4 * x * (x ^ 2 - a ^ 2)) (fun u : ℝ => u)).trans
        (by simp only [m1, mul_zero])
    unfold smearedWell
    rw [hV, integral_const_mul, integral_add j1 (integrable_const _), integral_add j2 k1,
      integral_add j3 k2, integral_add (i 4) k3, l1]
    simp only [integral_const_mul, integral_const, probReal_univ, smul_eq_mul, m2, m3, m4]
    ring
```

The theorem has two parts, joined by `∧`: the average converges, and it has the stated value. The first matters because Lean assigns the value zero to a divergent integral. By hand, expand

$$V(x+u)=g\big[u^4+4xu^3+(6x^2-2a^2)u^2+4x(x^2-a^2)u+(x^2-a^2)^2\big]$$

and insert the moments:

$$W(x)=g\big[3s^2+(6x^2-2a^2)s+(x^2-a^2)^2\big].$$

Completing the square in $x^2$ gives

$$W(x)=g\big(x^2-(a^2-3s)\big)^2+2gs(2a^2-3s).$$

In the proof, `hV` is the expansion, the `i`, `j` and `k` steps establish that its terms and partial sums are integrable, and the last lines integrate term by term. For $g>0$ the result has two separate wells only while $a^2-3s$ is positive.

## When the centre wins

```lean
/-- For `g > 0`, the centre `x = 0` is the unique global minimizer of the smeared well
exactly when `3s ≥ a²`. -/
theorem centred_iff {g : ℝ} (hg : 0 < g) (a : ℝ) (s : ℝ≥0) :
    (∀ x, x ≠ 0 → smearedWell g a s 0 < smearedWell g a s x) ↔ a ^ 2 ≤ 3 * s := by
  have W := fun x => (smearedWell_eq g a s x).2
  constructor
  · intro h
    by_contra hc
    have hd : 0 < a ^ 2 - 3 * (s : ℝ) := sub_pos.mpr (not_le.mp hc)
    -- an off-centre point of lower energy
    have h1 := h (√(a ^ 2 - 3 * s)) (Real.sqrt_pos.mpr hd).ne'
    rw [W, W, Real.sq_sqrt hd.le] at h1
    nlinarith [mul_nonneg hg.le (sq_nonneg (a ^ 2 - 3 * (s : ℝ)))]
  · intro h x hx
    have hx2 : 0 < x ^ 2 := by positivity
    have h1 : 0 < g * (x ^ 2 * (x ^ 2 + 2 * (3 * s - a ^ 2))) :=
      mul_pos hg (mul_pos hx2 (by linarith))
    rw [W, W]
    nlinarith [h1]
```

The left side of `↔` says that every $x\neq0$ has strictly higher energy than $x=0$, which is what a unique global minimizer means. The closed form gives

$$W(x)-W(0)=g\,x^2\big(x^2+2(3s-a^2)\big).$$

If $a^2\le 3s$, this is positive for every $x\ne0$. If instead $3s<a^2$, the point $x=\sqrt{a^2-3s}$ lies lower than the centre by $g(a^2-3s)^2$, so the centre is not a minimizer. Lean takes the second case first, by contradiction, and `nlinarith` closes the inequalities. At equality the centre still wins, with a purely quartic rise $gx^4$.

## Minima and barrier below the threshold

```lean
/-- For `g > 0` and `3s < a²`, the global minimizers of the smeared well are exactly the
points with `x² = a² - 3s`. -/
theorem minimizer_iff {g a : ℝ} {s : ℝ≥0} (hg : 0 < g) (hs : 3 * (s : ℝ) < a ^ 2) (x : ℝ) :
    (∀ y, smearedWell g a s x ≤ smearedWell g a s y) ↔ x ^ 2 = a ^ 2 - 3 * s := by
  have W := fun x => (smearedWell_eq g a s x).2
  constructor
  · intro h
    have h1 := h (√(a ^ 2 - 3 * s))
    rw [W, W, Real.sq_sqrt (sub_pos.mpr hs).le] at h1
    have h2 : (x ^ 2 - (a ^ 2 - 3 * (s : ℝ))) ^ 2 ≤ 0 := by
      by_contra hc
      nlinarith [mul_pos hg (not_le.mp hc)]
    have h3 := (pow_eq_zero_iff two_ne_zero).mp (le_antisymm h2 (sq_nonneg _))
    linarith
  · intro h y
    rw [W, W, h]
    nlinarith [mul_nonneg hg.le (sq_nonneg (y ^ 2 - (a ^ 2 - 3 * (s : ℝ))))]
```

Write $b=a^2-3s$, which `hs` makes positive. Up to a constant, $W(y)=g(y^2-b)^2$, which is smallest exactly when $y^2=b$. The minimizers are therefore $\pm\sqrt b$. For the forward direction Lean compares $x$ with the test point $\sqrt b$, which forces $(x^2-b)^2\le0$ and hence $x^2=b$.

```lean
/-- For `g > 0` and `3s < a²`, the energy at the centre lies `g (a² - 3s)²` above the
energy at any global minimizer of the smeared well. -/
theorem barrier_height {g a : ℝ} {s : ℝ≥0} (hg : 0 < g) (hs : 3 * (s : ℝ) < a ^ 2) {x : ℝ}
    (hx : ∀ y, smearedWell g a s x ≤ smearedWell g a s y) :
    smearedWell g a s 0 - smearedWell g a s x = g * (a ^ 2 - 3 * s) ^ 2 := by
  rw [(smearedWell_eq g a s 0).2, (smearedWell_eq g a s x).2, (minimizer_iff hg hs x).mp hx]
  ring
```

Here `hx` says that $x$ is a global minimizer. Then $x^2=b$, and the closed form gives $W(0)-W(x)=gb^2=g(a^2-3s)^2$. This is the barrier in the averaged potential; at $s=0$ it is the barrier $ga^4$ of the original well.

```lean
/-- For `g > 0` and variances `s < t` with `3t < a²`, the more widely spread proton has its
global minimizers closer to the centre and a lower barrier. -/
theorem wider_spread_lowers_barrier {g a : ℝ} {s t : ℝ≥0} (hg : 0 < g) (hst : s < t)
    (ht : 3 * (t : ℝ) < a ^ 2) {x y : ℝ}
    (hx : ∀ z, smearedWell g a s x ≤ smearedWell g a s z)
    (hy : ∀ z, smearedWell g a t y ≤ smearedWell g a t z) :
    |y| < |x| ∧ smearedWell g a t 0 - smearedWell g a t y <
      smearedWell g a s 0 - smearedWell g a s x := by
  have h : (s : ℝ) < t := by exact_mod_cast hst
  have hs : 3 * (s : ℝ) < a ^ 2 := by linarith
  constructor
  · apply sq_lt_sq.mp
    rw [(minimizer_iff hg hs x).mp hx, (minimizer_iff hg ht y).mp hy]
    linarith
  · rw [barrier_height hg hs hx, barrier_height hg ht hy]
    exact mul_lt_mul_of_pos_left (by nlinarith) hg

end

end SharedProtonSmearing
```

Now compare variances $s<t$, both below the threshold, with minimizers $x$ for $s$ and $y$ for $t$. Since $y^2=a^2-3t<a^2-3s=x^2$, the minima move inward: $|y|<|x|$. Both $a^2-3t$ and $a^2-3s$ are positive, so their squares are ordered in the same way, and multiplying by $g>0$ orders the barriers.

```lean
#print axioms SharedProtonSmearing.centred_iff
#print axioms SharedProtonSmearing.wider_spread_lowers_barrier
```

```
'SharedProtonSmearing.centred_iff' depends on axioms: [propext, Classical.choice, Quot.sound]
'SharedProtonSmearing.wider_spread_lowers_barrier' depends on axioms: [propext, Classical.choice, Quot.sound]
```

## The variance in a path-integral calculation

A path-integral calculation represents the proton by a closed path. For a free particle of mass $m$ at temperature $T$, a point on the path is Gaussian-distributed about the path's centroid, with variance

$$s=\frac{\hbar^2}{12\,m\,k_BT}$$

along each coordinate. A simple effective-potential calculation puts this $s$ into $W$ and moves the centroid classically on the result. In this one-dimensional model with the free-particle width, the centring condition becomes $a^2\le\hbar^2/(4mk_BT)$. Doubling the mass halves $s$, so for $\hbar^2/(8mk_BT)<a^2\le\hbar^2/(4mk_BT)$ the minimum of $W$ is at the centre for the lighter particle but not for the heavier one. In a full path-integral simulation the well itself also alters the spread.
